# The energy of a block-diagonal quadratic Hamiltonian as a sum over modes

The lemma concerns a quadratic, hence non-interacting, Hamiltonian with finitely many modes, whose coefficient matrix is a direct sum of the real blocks `[[0, e k], [-e k, 0]]`. With the energy defined as `tr (A G) / 4` for coefficient matrix `A` and covariance matrix `G`, it states that this energy is `-(1/2) ∑ e k * G (0, k) (1, k)`. Of the real matrix `G` only antisymmetry is assumed, and the numbers `e k` may have any sign. The attempt first writes the trace as a sum with two terms for each mode, then uses antisymmetry to combine them, and finally divides by 4.

The first attempt, which Lean rejects:

```lean
import Mathlib

open Matrix

namespace EnergyBlockForm

noncomputable section

variable {n ι : Type*} [Fintype n] [DecidableEq n] [Fintype ι] [DecidableEq ι]

/-- The energy `tr (A G) / 4` of the covariance matrix `G` for the quadratic Hamiltonian
with coefficient matrix `A`. -/
def energy (A G : Matrix n n ℝ) : ℝ := trace (A * G) / 4

/-- The direct sum of the blocks `[[0, e k], [-e k, 0]]`, one for each mode `k`. -/
def blockForm (e : ι → ℝ) : Matrix (Fin 2 × ι) (Fin 2 × ι) ℝ :=
  blockDiagonal fun k => !![0, e k; -e k, 0]

/-- For antisymmetric `G`, the energy for the coefficient matrix `blockForm e` is
`-(1/2) ∑ e k * G (0, k) (1, k)`. -/
theorem energy_blockForm (e : ι → ℝ) {G : Matrix (Fin 2 × ι) (Fin 2 × ι) ℝ}
    (hG : Gᵀ = -G) :
    energy (blockForm e) G = -(1 / 2) * ∑ k, e k * G (0, k) (1, k) := by
  have h : trace (blockForm e * G)
      = ∑ k, (e k * G (1, k) (0, k) + -(e k * G (0, k) (1, k))) := by
    simp [trace, Matrix.mul_apply, Fintype.sum_prod_type, Fin.sum_univ_two, blockForm,
      blockDiagonal_apply, Finset.sum_add_distrib]
  have h2 : ∑ k, (e k * G (1, k) (0, k) + -(e k * G (0, k) (1, k)))
      = -2 * ∑ k, e k * G (0, k) (1, k) := by
    rw [Finset.mul_sum]
    refine Finset.sum_congr rfl fun k _ => ?_
    rw [show G (1, k) (0, k) = -G (0, k) (1, k) from congrFun (congrFun hG (0, k)) (1, k)]
    ring
  rw [energy, h, h2]
  ring

end

end EnergyBlockForm
```

Lean reports:

```
Main.lean:25:67: error: unsolved goals
ι : Type u_2
inst✝¹ : Fintype ι
inst✝ : DecidableEq ι
e : ι → ℝ
G : Matrix (Fin 2 × ι) (Fin 2 × ι) ℝ
hG : Gᵀ = -G
⊢ -∑ x, e x * G (0, x) (1, x) + ∑ x, e x * G (1, x) (0, x) = ∑ x, e x * G (1, x) (0, x) + -∑ x, e x * G (0, x) (1, x)
```

As a diff, the version that Lean accepts:

```diff
@@ -26,4 +26,5 @@
     simp [trace, Matrix.mul_apply, Fintype.sum_prod_type, Fin.sum_univ_two, blockForm,
       blockDiagonal_apply, Finset.sum_add_distrib]
+    exact add_comm _ _
   have h2 : ∑ k, (e k * G (1, k) (0, k) + -(e k * G (0, k) (1, k)))
       = -2 * ∑ k, e k * G (0, k) (1, k) := by
```

Cause. The error is in the proof of `h`, the step that expands the trace. `simp` does work out the matrix product and the blocks, but it leaves a goal unsolved. On both sides of that goal stand the same two sums, one with `G (1, x) (0, x)` and one, negated, with `G (0, x) (1, x)`. On the left the negated sum comes first, on the right it comes last.

So all that is missing is the commutativity of addition. `simp` was not given `add_comm`, and its other rewrites did not bring the two sides into the same order, so it could not close the goal.

The added line `exact add_comm _ _` supplies just this fact: the goal has the form `a + b = b + a`, and Lean fills in the two sums for the underscores. The rest of the proof is unchanged.
